# Exact energies from a correlator matrix at two different times, for an invertible square overlap matrix

**Definitions and conventions.** A system has $n$ orthonormal energy eigenstates $|k\rangle$, labelled by $k$, with real energies $E_k$. It is probed by $n$ operators $O_i$, labelled by $i$ or $j$. The overlap matrix $B$ has the complex entries $B_{ki}=\langle k|O_i^\dagger|0\rangle$, the amplitude with which operator $i$ creates state $k$ from the vacuum $|0\rangle$. Time is imaginary (Euclidean), $\hbar=1$, and energies are measured from the vacuum, so that a state of energy $E_k$ contributes the factor $e^{-E_kt}$. Write

$$D(t)=\mathrm{diag}\left(e^{-E_kt}\right),\qquad C(t)=B^\dagger D(t)B .$$

The matrix $C(t)$ is the correlator matrix. A generalised eigenvalue of the pair $C(t)$, $C(s)$ is a complex number $l$ with $\det\left(C(t)-l\,C(s)\right)=0$. For square matrices this is the same as the existence of a nonzero vector $v$ with $C(t)v=l\,C(s)v$.

In Lean, one finite index type `n` labels both states and operators, and this is how the model fixes their numbers to be equal. The overlap matrix is `B : Matrix n n ℂ`, the energies are `E : n → ℝ`, and `Bᴴ` is the conjugate transpose. The exponentials are real numbers regarded as complex ones.

```lean
import Mathlib

open Matrix

namespace CorrelatorMatrixMethod

noncomputable section

variable {n : Type*} [Fintype n] [DecidableEq n]
```

The definition `corr` is the matrix product above. It takes the finite spectral form as given and does not derive it from a Hamiltonian or a field theory. Times may be any real numbers, and energies may be negative or degenerate.

```lean
/-- The correlator matrix `C(t) = B† diag(exp(-E_k t)) B`, where `B k i` is the overlap of
state `k` with operator `i` and `E k` is the energy of state `k`. -/
def corr (B : Matrix n n ℂ) (E : n → ℝ) (t : ℝ) : Matrix n n ℂ :=
  Bᴴ * diagonal (fun k => ((Real.exp (-(E k * t)) : ℝ) : ℂ)) * B
```

Correlator matrices from lattice simulations are commonly analysed through this generalised eigenvalue problem; the parts below treat its noise-free version with finitely many states and equally many operators.

## (a) The correlator as a sum over states

**Task.** Show that every entry of the correlator matrix has the Lehmann form

$$C_{ij}(t)=\sum_k \overline{B_{ki}}\,B_{kj}\,e^{-E_kt}.$$

**Solution.** Multiplying by a diagonal matrix on the right scales the columns, so $(B^\dagger D(t))_{ik}=\overline{B_{ki}}\,e^{-E_kt}$. The remaining product with $B$ gives

$$C_{ij}(t)=\sum_k (B^\dagger D(t))_{ik}B_{kj}=\sum_k\overline{B_{ki}}\,e^{-E_kt}B_{kj},$$

which is the claim after reordering the factors. With the definition of $B$, the product $\overline{B_{ki}}B_{kj}$ is $\langle 0|O_i|k\rangle\langle k|O_j^\dagger|0\rangle$, the usual spectral weight.

The Lean proof expands the multiplication by $B$ on the right with `Matrix.mul_apply` and compares the two sums term by term. Complex conjugation appears as `star`.

```lean
/-- Lehmann form: each entry of the correlator matrix is a sum over states of overlaps times the
exponential `exp(-E_k t)`. -/
theorem corr_apply (B : Matrix n n ℂ) (E : n → ℝ) (t : ℝ) (i j : n) :
    corr B E t i j =
      ∑ k, star (B k i) * B k j * ((Real.exp (-(E k * t)) : ℝ) : ℂ) := by
  rw [corr, Matrix.mul_apply]
  refine Finset.sum_congr rfl fun k _ => ?_
  rw [Matrix.mul_diagonal, Matrix.conjTranspose_apply]
  ring
```

## (b) Splitting the decay at an intermediate time

**Task.** For real $\varepsilon$, $t$ and $s$, show that

$$e^{-\varepsilon t}=e^{-\varepsilon(t-s)}\,e^{-\varepsilon s}.$$

**Solution.** The exponents on the right add up to $-\varepsilon(t-s)-\varepsilon s=-\varepsilon t$. No ordering of $t$ and $s$ is needed. In Lean, `Real.exp_add` merges the two exponentials and `ring` compares the exponents.

```lean
/-- The exponential factor for time `t` is the factor for `t - s` times the factor for `s`. -/
theorem decay_split (ε t s : ℝ) :
    Real.exp (-(ε * t)) = Real.exp (-(ε * (t - s))) * Real.exp (-(ε * s)) := by
  rw [← Real.exp_add]
  congr 1
  ring
```

## (c) The determinant as a product over states

**Task.** For every complex $l$, and without assuming that $B$ is invertible, show that

$$\det\left(C(t)-l\,C(s)\right)=|\det B|^2\prod_k\left(e^{-E_kt}-l\,e^{-E_ks}\right).$$

**Solution.** The same matrix $B$ stands on the outside at both times, so it factors out:

$$C(t)-l\,C(s)=B^\dagger\left(D(t)-l\,D(s)\right)B .$$

The middle matrix is diagonal with entries $e^{-E_kt}-l\,e^{-E_ks}$, and its determinant is their product. The determinant of a product of square matrices is the product of the determinants, and $\det B^\dagger=\overline{\det B}$. The two outer factors therefore combine to $\overline{\det B}\,\det B=|\det B|^2$.

In the proof, `hd` states that the difference of the diagonal matrices is the diagonal matrix of the differences, checked entry by entry on and off the diagonal. The step `hp` is the factorisation. The last `rw` takes determinants and `ring` reorders the factors, with $|\det B|^2$ written as `star B.det * B.det`.

```lean
/-- The determinant of `C(t) - l C(s)` is the squared modulus of `det B` times a product with
one factor for each state. -/
theorem det_pencil (B : Matrix n n ℂ) (E : n → ℝ) (t s : ℝ) (l : ℂ) :
    (corr B E t - l • corr B E s).det =
      star B.det * B.det *
        ∏ k, (((Real.exp (-(E k * t)) : ℝ) : ℂ) - l * ((Real.exp (-(E k * s)) : ℝ) : ℂ)) := by
  -- the difference of the two diagonal matrices is the diagonal matrix of the differences
  have hd : diagonal (fun k => ((Real.exp (-(E k * t)) : ℝ) : ℂ)
        - l * ((Real.exp (-(E k * s)) : ℝ) : ℂ)) =
      diagonal (fun k => ((Real.exp (-(E k * t)) : ℝ) : ℂ))
        - l • diagonal (fun k => ((Real.exp (-(E k * s)) : ℝ) : ℂ)) := by
    ext i j
    by_cases h : i = j
    · subst h
      simp
    · simp [h]
  have hp : corr B E t - l • corr B E s =
      Bᴴ * diagonal (fun k => ((Real.exp (-(E k * t)) : ℝ) : ℂ)
        - l * ((Real.exp (-(E k * s)) : ℝ) : ℂ)) * B := by
    rw [hd]
    simp only [corr, Matrix.mul_sub, Matrix.sub_mul, Matrix.mul_smul, Matrix.smul_mul]
  rw [hp, Matrix.det_mul, Matrix.det_mul, Matrix.det_diagonal, Matrix.det_conjTranspose]
  ring
```

## (d) The generalised eigenvalues

**Task.** Let $\det B\neq0$. Show that for all real $t$, $s$ and complex $l$

$$\det\left(C(t)-l\,C(s)\right)=0\quad\Longleftrightarrow\quad l=e^{-E_k(t-s)}\ \text{ for some }k .$$

The hypothesis $\det B\ne0$ means physically that the operators create $n$ linearly independent states: no nontrivial combination of them misses all the states at once.

**Solution.** In the formula of (c) the prefactor $|\det B|^2$ is nonzero, so the determinant vanishes exactly when one of the factors does. By (b), the factor of state $k$ is

$$e^{-E_kt}-l\,e^{-E_ks}=\left(e^{-E_k(t-s)}-l\right)e^{-E_ks}.$$

The last exponential is never zero, so the factor vanishes exactly when $l=e^{-E_k(t-s)}$.

Since $l$ ranges over all complex numbers, the statement also rules out generalised eigenvalues that are negative or not real. It identifies the set of eigenvalues and does not count multiplicities.

The Lean proof follows the same order. `or_iff_right hBB` discards the prefactor, `Finset.prod_eq_zero_iff` turns a vanishing product into a vanishing factor, and `decay_split` is the step from (b). The fact `hs` then removes the nonzero exponential at time $s$.

```lean
/-- For an invertible overlap matrix, the generalised eigenvalues of the pair `C(t)`, `C(s)`
are exactly the numbers `exp(-E_k (t - s))`. -/
theorem det_eq_zero_iff {B : Matrix n n ℂ} (hB : B.det ≠ 0) (E : n → ℝ) (t s : ℝ) (l : ℂ) :
    (corr B E t - l • corr B E s).det = 0 ↔
      ∃ k, l = ((Real.exp (-(E k * (t - s))) : ℝ) : ℂ) := by
  have hBB : star B.det * B.det ≠ 0 := mul_ne_zero (star_ne_zero.mpr hB) hB
  rw [det_pencil, mul_eq_zero, or_iff_right hBB, Finset.prod_eq_zero_iff]
  simp only [Finset.mem_univ, true_and]
  refine exists_congr fun k => ?_
  -- divide the factor of state `k` by its nonzero exponential at time `s`
  have hs : ((Real.exp (-(E k * s)) : ℝ) : ℂ) ≠ 0 :=
    Complex.ofReal_ne_zero.mpr (Real.exp_ne_zero _)
  rw [decay_split (E k) t s, Complex.ofReal_mul, ← sub_mul, mul_eq_zero, or_iff_left hs,
    sub_eq_zero]
  exact eq_comm
```

## (e) Reading off the energies

**Task.** Let $\det B\neq0$ and $t\neq s$. Show that a real trial energy $\varepsilon$ satisfies

$$\det\left(C(t)-e^{-\varepsilon(t-s)}C(s)\right)=0\quad\Longleftrightarrow\quad \varepsilon=E_k\ \text{ for some }k .$$

**Solution.** By (d) with $l=e^{-\varepsilon(t-s)}$, the determinant vanishes exactly when $e^{-\varepsilon(t-s)}=e^{-E_k(t-s)}$ for some $k$. The real exponential is injective, so this means $\varepsilon(t-s)=E_k(t-s)$, and the nonzero factor $t-s$ cancels.

The conditions that $t\neq s$ and that $\varepsilon$ is real both matter. At $t=s$ every exponential in (d) equals $1$ and carries no information about the energies. A complex trial energy would be fixed only up to integer multiples of $2\pi i/(t-s)$.

In Lean, `Real.exp_eq_exp` supplies injectivity and `mul_left_inj'` cancels $t-s$, using the hypothesis `hts`.

```lean
/-- For an invertible overlap matrix and two different times, a real trial energy `ε` solves the
determinant condition exactly when it is one of the energies `E_k`. -/
theorem energy_iff {B : Matrix n n ℂ} (hB : B.det ≠ 0) (E : n → ℝ) {t s : ℝ} (hts : t ≠ s)
    (ε : ℝ) :
    (corr B E t - ((Real.exp (-(ε * (t - s))) : ℝ) : ℂ) • corr B E s).det = 0 ↔
      ∃ k, ε = E k := by
  rw [det_eq_zero_iff hB]
  refine exists_congr fun k => ?_
  rw [Complex.ofReal_inj, Real.exp_eq_exp, neg_inj]
  exact mul_left_inj' (sub_ne_zero.mpr hts)
```

## (f) What happens for a singular overlap matrix

**Task.** For any overlap matrix $B$ and any real $t$, $s$, show that

$$\det\left(C(t)-l\,C(s)\right)=0\ \text{ for every complex }l\quad\Longleftrightarrow\quad\det B=0 .$$

**Solution.** If $\det B=0$, the prefactor in (c) is zero and the determinant vanishes whatever $l$ is. For the other direction, suppose that the determinant vanishes for every $l$ but $\det B\neq0$. Take $l=-1$. By (d) there is a state $k$ with $-1=e^{-E_k(t-s)}$, which is impossible because the right side is positive.

A redundant set of operators thus makes the determinant condition empty: every number passes it, and no energy can be read from it.

The Lean proof takes real parts of the impossible equation, and `linarith` finds the contradiction with `Real.exp_pos`.

```lean
/-- The determinant of `C(t) - l C(s)` vanishes for every complex `l` exactly when the overlap
matrix is singular. -/
theorem det_eq_zero_forall_iff (B : Matrix n n ℂ) (E : n → ℝ) (t s : ℝ) :
    (∀ l : ℂ, (corr B E t - l • corr B E s).det = 0) ↔ B.det = 0 := by
  constructor
  · intro h
    by_contra hB
    -- `-1` is never the exponential of a real number
    obtain ⟨k, hk⟩ := (det_eq_zero_iff hB E t s (-1)).mp (h (-1))
    have h2 := congrArg Complex.re hk
    rw [Complex.neg_re, Complex.one_re, Complex.ofReal_re] at h2
    linarith [Real.exp_pos (-(E k * (t - s)))]
  · intro h l
    rw [det_pencil, h, mul_zero, zero_mul]
```

## (g) The operator combination for a single state

**Task.** Let $e_k$ be the $k$-th unit vector, and let $v$ be a vector of operator coefficients with $Bv=e_k$. Show that

$$C(t)v=e^{-E_k(t-s)}\,C(s)v .$$

**Solution.** The condition $Bv=e_k$ says that the combination $\sum_i v_iO_i^\dagger$ creates state $k$ with amplitude one and none of the other states. At any time $r$,

$$C(r)v=B^\dagger D(r)Bv=B^\dagger D(r)e_k=e^{-E_kr}B^\dagger e_k .$$

The vector $B^\dagger e_k$ does not depend on $r$. Using this at $r=t$ and $r=s$, together with (b),

$$C(t)v=e^{-E_k(t-s)}e^{-E_ks}B^\dagger e_k=e^{-E_k(t-s)}C(s)v .$$

The vector $v$ is nonzero because $Bv$ is. Its scale is set by the unit overlap with state $k$, and it gives $v^\dagger C(s)v=e^{-E_ks}$. The rescaled vector $u=e^{E_ks/2}v$ has $u^\dagger C(s)u=1$.

The Lean statement writes $e_k$ as `Pi.single k 1` and needs only the existence of such a $v$ for the chosen $k$, so $B$ is not assumed invertible. The auxiliary fact `h` is the formula for $C(r)v$, and the final line combines its two instances.

```lean
/-- A combination `v` of operators that has overlap one with state `k` and overlap zero with every
other state solves the generalised eigenvalue equation with eigenvalue `exp(-E_k (t - s))`. -/
theorem corr_mulVec_eigen (B : Matrix n n ℂ) (E : n → ℝ) (t s : ℝ) (k : n) (v : n → ℂ)
    (hv : B *ᵥ v = Pi.single k 1) :
    corr B E t *ᵥ v =
      ((Real.exp (-(E k * (t - s))) : ℝ) : ℂ) • (corr B E s *ᵥ v) := by
  -- at any time `r` the correlator acts on `v` through the exponential of state `k` only
  have h : ∀ r : ℝ, corr B E r *ᵥ v =
      ((Real.exp (-(E k * r)) : ℝ) : ℂ) • (Bᴴ *ᵥ Pi.single k (1 : ℂ)) := by
    intro r
    have hd : diagonal (fun j => ((Real.exp (-(E j * r)) : ℝ) : ℂ)) *ᵥ Pi.single k (1 : ℂ) =
        ((Real.exp (-(E k * r)) : ℝ) : ℂ) • Pi.single k (1 : ℂ) := by
      ext i
      rw [Matrix.mulVec_diagonal, Pi.smul_apply, smul_eq_mul]
      by_cases hik : i = k
      · subst hik
        rfl
      · simp [hik]
    rw [corr, ← Matrix.mulVec_mulVec, ← Matrix.mulVec_mulVec, hv, hd, Matrix.mulVec_smul]
  rw [h t, h s, smul_smul, ← Complex.ofReal_mul, ← decay_split]
```

## (h) One operator basis for all times

**Task.** Let $\det B\neq0$. Show that at every real time $t$

$$(B^{-1})^\dagger\,C(t)\,B^{-1}=\mathrm{diag}\left(e^{-E_kt}\right).$$

**Solution.** Insert the definition of $C(t)$ and regroup:

$$(B^{-1})^\dagger B^\dagger D(t)BB^{-1}=\left(BB^{-1}\right)^\dagger D(t)\left(BB^{-1}\right)=D(t).$$

The $k$-th column of $B^{-1}$ is the vector $v$ of (g). The new operators therefore each create one state, and the transformation does not depend on time. It is a change of operator basis on both sides of the correlator, in general not a similarity transformation, and so the ordinary eigenvalues of $C(t)$ are in general not the numbers $e^{-E_kt}$.

The facts `h1` and `h2` are $BB^{-1}=1$ and its adjoint. The `calc` block performs the regrouping and then removes the two identities.

```lean
/-- In the operator basis given by the inverse overlap matrix, the correlator matrix is diagonal
at every time, with one exponential for each state. -/
theorem corr_diagonalised {B : Matrix n n ℂ} (hB : B.det ≠ 0) (E : n → ℝ) (t : ℝ) :
    (B⁻¹)ᴴ * corr B E t * B⁻¹ =
      diagonal (fun k => ((Real.exp (-(E k * t)) : ℝ) : ℂ)) := by
  have h1 : B * B⁻¹ = 1 := Matrix.mul_nonsing_inv B (isUnit_iff_ne_zero.mpr hB)
  have h2 : (B⁻¹)ᴴ * Bᴴ = 1 := by
    rw [← Matrix.conjTranspose_mul, h1, Matrix.conjTranspose_one]
  calc (B⁻¹)ᴴ * corr B E t * B⁻¹
      = ((B⁻¹)ᴴ * Bᴴ) * diagonal (fun k => ((Real.exp (-(E k * t)) : ℝ) : ℂ))
          * (B * B⁻¹) := by
        simp only [corr, Matrix.mul_assoc]
    _ = diagonal (fun k => ((Real.exp (-(E k * t)) : ℝ) : ℂ)) := by
        rw [h1, h2, Matrix.one_mul, Matrix.mul_one]

end

end CorrelatorMatrixMethod
```

```lean
#print axioms CorrelatorMatrixMethod.energy_iff
-- 'CorrelatorMatrixMethod.energy_iff' depends on axioms: [propext, Classical.choice, Quot.sound]
#print axioms CorrelatorMatrixMethod.det_eq_zero_forall_iff
-- 'CorrelatorMatrixMethod.det_eq_zero_forall_iff' depends on axioms: [propext, Classical.choice, Quot.sound]
#print axioms CorrelatorMatrixMethod.corr_mulVec_eigen
-- 'CorrelatorMatrixMethod.corr_mulVec_eigen' depends on axioms: [propext, Classical.choice, Quot.sound]
#print axioms CorrelatorMatrixMethod.corr_diagonalised
-- 'CorrelatorMatrixMethod.corr_diagonalised' depends on axioms: [propext, Classical.choice, Quot.sound]
```

## One operator, and more states than operators

For $n=1$ with overlap $b\neq0$, the correlator is $C(t)=|b|^2e^{-Et}$. The only generalised eigenvalue is the ratio $C(t)/C(s)=e^{-E(t-s)}$, and for $t\neq s$ the energy is

$$E=-\frac{1}{t-s}\ln\frac{C(t)}{C(s)},$$

the familiar effective energy of a single correlator.

The model could also have allowed more states than operators, with a rectangular $B$. The Lehmann sum would keep its form, but $\det B$ would no longer exist and the determinant would in general not split as in (c). One operator with overlaps $b_k$ to several states already shows the change:

$$\frac{C(t)}{C(s)}=\frac{\sum_k|b_k|^2e^{-E_ks}\,e^{-E_k(t-s)}}{\sum_k|b_k|^2e^{-E_ks}} .$$

This is a weighted average of the exponentials $e^{-E_k(t-s)}$, and the energy extracted from it is in general only approximate.
